# For b > 0, difference quotients of the Fermi function lie strictly between −b/4 and 0

## Occupations, occupation factor and static response

Let \(b = 1/(k_B T)\) be the inverse temperature, \(\mu\) the chemical potential and \(e\) a one-particle energy, all real. The Fermi occupation is

\[
f(e) = \frac{1}{\exp(b(e-\mu)) + 1}.
\]

For two levels with energies \(x\) and \(y\), the occupation factor is

\[
D(x,y) =
\begin{cases}
\dfrac{f(x)-f(y)}{x-y}, & x \neq y,\\[2mm]
-b\,f(x)\,(1-f(x)), & x = y.
\end{cases}
\]

It has the dimension of an inverse energy. For a finite set of levels \(\varepsilon_i\) and a perturbing operator with one-particle matrix elements \(A_{ij}\) in the eigenbasis of the unperturbed Hamiltonian, the static response is

\[
\chi = -\sum_{i,j} D(\varepsilon_i,\varepsilon_j)\,|A_{ij}|^2 .
\]

For Hermitian \(A\), this is the first-order change of \(\langle A\rangle\) per unit \(\lambda\) when the one-particle Hamiltonian \(h\) becomes \(h-\lambda A\), with temperature and chemical potential held fixed. The sign makes \(\chi\) non-negative. The indices run over spin orbitals, so a code that stores one spatial orbital for two spins has to supply the factor of two itself.

## A bound set by the temperature alone

For \(b>0\), every real \(\mu\) and all \(x\neq y\),

\[
-\frac b4 < \frac{f(x)-f(y)}{x-y} < 0 .
\]

The constant \(b/4\) is the smallest that works for all pairs. With the value for coinciding levels included, \(-b/4 \le D(x,y) < 0\), and therefore

\[
0 \le \chi \le \frac b4 \sum_{i,j}|A_{ij}|^2 .
\]

Neither bound involves the spacing of the levels.

## Near-degenerate pairs in response sums

A code may compute the static linear response of a metal with Fermi smearing as a sum over pairs of levels, and some pairs near the chemical potential may have almost equal energies. For non-interacting fermions with a finite spectrum, the bound shows that the small denominator \(x-y\) produces no divergence: the numerator shrinks with it, and each factor stays within \(b/4\) in magnitude.

This also gives a simple check. If \(w=1/b\) is the smearing width in energy units, no exact factor is positive or lies below \(-1/(4w)\). A computed factor outside this range by more than the expected rounding error may come, for example, from cancellation in \(f(x)-f(y)\), inconsistent units, a wrong sign or a spin factor of two included in it. A value inside the range may still be inaccurate.

## From the derivative to the bound

**The derivative.** Write \(E=\exp(b(e-\mu))\). Then \(f=1/(E+1)\) and \(1-f=E/(E+1)\), while \(dE/de=bE\). Hence

\[
f'(e) = -\frac{bE}{(E+1)^2} = -b\,f(e)\,(1-f(e)).
\]

**The upper bound.** Take \(y<x\). Since \(b>0\), we have \(\exp(b(y-\mu))<\exp(b(x-\mu))\), so \(f(x)<f(y)\). The numerator of the quotient is negative and its denominator positive. If instead \(x<y\), exchanging the two levels changes the sign of both numerator and denominator and leaves the quotient as it was.

**The lower bound.** Add a linear function to \(f\) and set \(g(e)=f(e)+\tfrac b4 e\). Its derivative is

\[
g'(e) = \frac b4 - b f(e) + b f(e)^2 = b\left(\frac12-f(e)\right)^2 .
\]

This vanishes only where \(f(e)=\tfrac12\). Since \(f(\mu)=\tfrac12\) and \(f\) is strictly decreasing, that happens only at \(e=\mu\). So \(g\) is strictly increasing on \((-\infty,\mu]\) and on \([\mu,\infty)\). If \(y<\mu<x\), then \(g(y)<g(\mu)<g(x)\), and \(g\) is strictly increasing on the whole line. For \(y<x\) this says

\[
f(y)+\frac b4 y < f(x)+\frac b4 x,
\qquad\text{that is,}\qquad
-\frac b4 (x-y) < f(x)-f(y).
\]

Division by \(x-y>0\) gives the lower bound, and the symmetry of the quotient covers the other order.

**Coinciding levels.** If \(y\) is fixed and \(x\to y\), the quotient tends to \(f'(y)=-b f(y)(1-f(y))\) by the definition of the derivative. The value assigned to \(D(y,y)\) is therefore the continuous one. It is negative because \(0<f<1\), and it obeys the lower bound because

\[
\frac b4-b f(1-f)=b\left(f-\frac12\right)^2\ge 0 .
\]

Equality holds for two levels at \(\mu\), which is why the lower bound on \(D\) is not strict.

**The constant.** Suppose that \(-c\) is a lower bound on the quotient for all distinct pairs. Put \(y=\mu\) and let \(x\to\mu\). The quotient tends to \(-b\cdot\tfrac12\cdot\tfrac12=-b/4\), so \(-c\le -b/4\), or \(c\ge b/4\).

**The response.** For each pair, \(0<-D(\varepsilon_i,\varepsilon_j)\le b/4\). Multiplying by \(|A_{ij}|^2\ge0\) and summing over \(i\) and \(j\) gives the bounds on \(\chi\).

## The Lean file

```lean
import Mathlib

open Filter Topology

namespace FermiOccupationFactor

noncomputable section

/-- The Fermi occupation of a level of energy `e` at inverse temperature `b` and
chemical potential `mu`. -/
def fermi (b mu e : ℝ) : ℝ := 1 / (Real.exp (b * (e - mu)) + 1)

/-- The occupation factor of linear response for levels `x` and `y`: the difference quotient
of the Fermi function, and `-b f (1 - f)` when the levels coincide. -/
def occupationFactor (b mu x y : ℝ) : ℝ :=
  if x = y then -(b * fermi b mu x * (1 - fermi b mu x))
  else (fermi b mu x - fermi b mu y) / (x - y)

/-- For Hermitian `A`, the static response of non-interacting fermions with levels `ε` to a
perturbation with one-particle matrix elements `A i j`, at fixed temperature and chemical potential.
-/
def staticResponse {n : Type*} [Fintype n] (b mu : ℝ) (ε : n → ℝ) (A : Matrix n n ℂ) : ℝ :=
  -∑ i, ∑ j, occupationFactor b mu (ε i) (ε j) * ‖A i j‖ ^ 2

/-- A level at the chemical potential is half filled. -/
theorem fermi_at_mu (b mu : ℝ) : fermi b mu mu = 1 / 2 := by
  have h : b * (mu - mu) = 0 := by ring
  unfold fermi
  rw [h, Real.exp_zero]
  norm_num

/-- The energy derivative of the Fermi function is `-b f (1 - f)`. -/
theorem hasDerivAt_fermi (b mu e : ℝ) :
    HasDerivAt (fermi b mu) (-(b * fermi b mu e * (1 - fermi b mu e))) e := by
  have hne : Real.exp (b * (e - mu)) + 1 ≠ 0 := by positivity
  have h1 : HasDerivAt (fun t : ℝ => b * (t - mu)) b e := by
    simpa using ((hasDerivAt_id' e).sub_const mu).const_mul b
  have h2 : HasDerivAt (fermi b mu) _ e :=
    (hasDerivAt_const e (1 : ℝ)).fun_div (h1.exp.add_const 1) hne
  refine h2.congr_deriv ?_
  simp only [fermi]
  generalize Real.exp (b * (e - mu)) = E at hne ⊢
  field_simp
  ring

/-- At positive temperature the occupation strictly decreases with energy. -/
theorem fermi_strictAnti {b : ℝ} (hb : 0 < b) (mu : ℝ) : StrictAnti (fermi b mu) := by
  intro x y hxy
  have h : Real.exp (b * (x - mu)) < Real.exp (b * (y - mu)) :=
    Real.exp_lt_exp.mpr (by nlinarith)
  unfold fermi
  exact one_div_lt_one_div_of_lt (by positivity) (by linarith)

/-- For `b > 0`, adding the linear function `(b/4) e` to the Fermi function makes it strictly
increasing. -/
theorem fermi_add_linear_strictMono {b : ℝ} (hb : 0 < b) (mu : ℝ) :
    StrictMono (fun e => fermi b mu e + b / 4 * e) := by
  -- the derivative is `b` times a square that vanishes only at half filling
  have hd : ∀ e, HasDerivAt (fun t => fermi b mu t + b / 4 * t)
      (b * (1 / 2 - fermi b mu e) ^ 2) e := by
    intro e
    have h := (hasDerivAt_fermi b mu e).fun_add ((hasDerivAt_id' e).const_mul (b / 4))
    exact h.congr_deriv (by ring)
  have hpos : ∀ e, e ≠ mu → 0 < deriv (fun t => fermi b mu t + b / 4 * t) e := by
    intro e he
    rw [(hd e).deriv]
    have hne : 1 / 2 - fermi b mu e ≠ 0 := by
      intro h
      have h' : fermi b mu e = fermi b mu mu := by
        rw [fermi_at_mu]
        linarith
      exact he ((fermi_strictAnti hb mu).injective h')
    exact mul_pos hb (lt_of_le_of_ne (sq_nonneg _) (Ne.symm (pow_ne_zero 2 hne)))
  have hc : Continuous (fun t => fermi b mu t + b / 4 * t) :=
    continuous_iff_continuousAt.mpr fun e => (hd e).continuousAt
  -- glue the two half-lines below and above the chemical potential
  refine StrictMonoOn.Iic_union_Ici (a := mu) ?_ ?_
  · refine strictMonoOn_of_deriv_pos (convex_Iic mu) hc.continuousOn fun e he => hpos e ?_
    rw [interior_Iic] at he
    exact (Set.mem_Iio.mp he).ne
  · refine strictMonoOn_of_deriv_pos (convex_Ici mu) hc.continuousOn fun e he => hpos e ?_
    rw [interior_Ici] at he
    exact (Set.mem_Ioi.mp he).ne'

/-- For `b > 0` and any two distinct energies, the difference quotient of the Fermi function is
negative and lies strictly above `-b/4`. -/
theorem fermi_quotient_bounds {b : ℝ} (hb : 0 < b) (mu : ℝ) {x y : ℝ} (hxy : x ≠ y) :
    -(b / 4) < (fermi b mu x - fermi b mu y) / (x - y) ∧
      (fermi b mu x - fermi b mu y) / (x - y) < 0 := by
  have key : ∀ u v : ℝ, v < u →
      -(b / 4) < (fermi b mu u - fermi b mu v) / (u - v) ∧
        (fermi b mu u - fermi b mu v) / (u - v) < 0 := by
    intro u v huv
    have h : 0 < u - v := sub_pos.mpr huv
    have m : fermi b mu v + b / 4 * v < fermi b mu u + b / 4 * u :=
      fermi_add_linear_strictMono hb mu huv
    have a : fermi b mu u < fermi b mu v := fermi_strictAnti hb mu huv
    constructor
    · rw [lt_div_iff₀ h]
      linarith
    · exact div_neg_of_neg_of_pos (by linarith) h
  rcases lt_or_gt_of_ne hxy with h | h
  · -- the quotient is symmetric in the two levels
    have hs : (fermi b mu x - fermi b mu y) / (x - y)
        = (fermi b mu y - fermi b mu x) / (y - x) := by
      rw [← neg_sub (fermi b mu y) (fermi b mu x), ← neg_sub y x, neg_div_neg_eq]
    rw [hs]
    exact key y x h
  · exact key x y h

/-- As one level approaches another of energy `e`, the difference quotient tends to
`-b f (1 - f)` evaluated at `e`. -/
theorem fermi_quotient_tendsto (b mu e : ℝ) :
    Tendsto (fun x => (fermi b mu x - fermi b mu e) / (x - e)) (𝓝[≠] e)
      (𝓝 (-(b * fermi b mu e * (1 - fermi b mu e)))) := by
  have h := hasDerivAt_iff_tendsto_slope.mp (hasDerivAt_fermi b mu e)
  refine h.congr fun x => ?_
  rw [slope_def_field]

/-- If `-c` bounds the difference quotient from below for all pairs of distinct energies, then `c`
is at least `b/4`. -/
theorem quarter_b_optimal (b mu c : ℝ)
    (h : ∀ x y, x ≠ y → -c ≤ (fermi b mu x - fermi b mu y) / (x - y)) : b / 4 ≤ c := by
  have hev : ∀ᶠ x in 𝓝[≠] mu, -c ≤ (fermi b mu x - fermi b mu mu) / (x - mu) := by
    filter_upwards [self_mem_nhdsWithin] with x hx
    exact h x mu hx
  have hl := ge_of_tendsto (fermi_quotient_tendsto b mu mu) hev
  rw [fermi_at_mu] at hl
  linarith

/-- For `b > 0`, the occupation factor is at least `-b/4` and negative for every pair of levels,
whether distinct or coinciding. -/
theorem occupationFactor_bounds {b : ℝ} (hb : 0 < b) (mu x y : ℝ) :
    -(b / 4) ≤ occupationFactor b mu x y ∧ occupationFactor b mu x y < 0 := by
  unfold occupationFactor
  split_ifs with hxy
  · have h0 : 0 < fermi b mu x := by
      unfold fermi
      positivity
    have h1 : fermi b mu x < 1 := by
      unfold fermi
      rw [div_lt_one (by positivity)]
      linarith [Real.exp_pos (b * (x - mu))]
    constructor
    · nlinarith [mul_nonneg hb.le (sq_nonneg (fermi b mu x - 1 / 2))]
    · have := mul_pos (mul_pos hb h0) (sub_pos.mpr h1)
      linarith
  · have h := fermi_quotient_bounds hb mu hxy
    exact ⟨h.1.le, h.2⟩

/-- For `b > 0`, the static response of a finite spectrum is non-negative and at most `b/4` times
the sum of the squared matrix elements, whatever the spacings of the levels. -/
theorem staticResponse_bounds {n : Type*} [Fintype n] {b : ℝ} (hb : 0 < b) (mu : ℝ)
    (ε : n → ℝ) (A : Matrix n n ℂ) :
    0 ≤ staticResponse b mu ε A ∧
      staticResponse b mu ε A ≤ b / 4 * ∑ i, ∑ j, ‖A i j‖ ^ 2 := by
  unfold staticResponse
  constructor
  · rw [neg_nonneg]
    refine Finset.sum_nonpos fun i _ => Finset.sum_nonpos fun j _ => ?_
    have h := (occupationFactor_bounds hb mu (ε i) (ε j)).2
    have := mul_nonneg (neg_nonneg.mpr h.le) (sq_nonneg ‖A i j‖)
    linarith
  · -- compare the two double sums pair by pair
    rw [← Finset.sum_neg_distrib, Finset.mul_sum]
    refine Finset.sum_le_sum fun i _ => ?_
    rw [← Finset.sum_neg_distrib, Finset.mul_sum]
    refine Finset.sum_le_sum fun j _ => ?_
    have h := (occupationFactor_bounds hb mu (ε i) (ε j)).1
    have := mul_nonneg (sub_nonneg.mpr h) (sq_nonneg ‖A i j‖)
    linarith

end

end FermiOccupationFactor
```

```lean
#print axioms FermiOccupationFactor.fermi_quotient_bounds
#print axioms FermiOccupationFactor.quarter_b_optimal
#print axioms FermiOccupationFactor.staticResponse_bounds
```

```
'FermiOccupationFactor.fermi_quotient_bounds' depends on axioms: [propext, Classical.choice, Quot.sound]
'FermiOccupationFactor.quarter_b_optimal' depends on axioms: [propext, Classical.choice, Quot.sound]
'FermiOccupationFactor.staticResponse_bounds' depends on axioms: [propext, Classical.choice, Quot.sound]
```

## How the Lean statements read

The function `fermi b mu e` is \(f(e)\), with all arguments real. The condition of positive temperature appears as the hypothesis `hb : 0 < b` in the theorems that need it. `occupationFactor b mu x y` is \(D(x,y)\), with the two cases separated by exact equality of real numbers.

`fermi_quotient_bounds` takes distinct `x` and `y` in either order and gives both strict inequalities. `fermi_quotient_tendsto` is the limit for coinciding levels: the notation `𝓝[≠] e` means that `x` approaches `e` without being equal to it. One level stays fixed at `e` while the other moves. `quarter_b_optimal` turns the argument about the constant into an implication: any `c` for which `-c` bounds all the quotients from below satisfies `b / 4 ≤ c`.

In `staticResponse`, the index type `n` is any finite type, `ε : n → ℝ` lists the levels and `A : Matrix n n ℂ` holds the matrix elements. The levels may be degenerate and need no ordering. The theorem `staticResponse_bounds` doesn't require `A` to be Hermitian, since only the squared moduli `‖A i j‖ ^ 2` enter; the reading given above, as the change of \(\langle A\rangle\) when \(h\) becomes \(h-\lambda A\), is for Hermitian `A`.

## How the proof follows the derivation

`hasDerivAt_fermi` applies the chain and quotient rules, then replaces the exponential by a single variable `E`. What remains is the identity between \(-bE/(E+1)^2\) and \(-bf(1-f)\), which `field_simp` and `ring` settle. `fermi_strictAnti` compares the exponentials and then takes reciprocals.

`fermi_add_linear_strictMono` is the statement about \(g\). Its step `hd` computes the derivative as `b` times a square, and `hpos` shows that it is positive away from `mu`, using `fermi_at_mu` and the injectivity of a strictly decreasing function. In `fermi_quotient_bounds`, the auxiliary statement `key` treats the case in which the first energy is the larger, and the symmetry of the quotient reduces the other case to it.

`fermi_quotient_tendsto` restates the derivative as a limit of slopes. `quarter_b_optimal` passes to that limit at `mu` with `ge_of_tendsto`, which preserves the weak inequality. `occupationFactor_bounds` splits into the two cases of the definition: for equal levels it uses \(0<f<1\) and the square \((f-\tfrac12)^2\), and for distinct levels it calls the quotient bounds. `staticResponse_bounds` then compares the double sums term by term.

## Gluing two half-lines at the chemical potential

The strict lower bound turns on how Lean obtains strict growth of \(g\) although \(g'(\mu)=0\). The Mathlib theorem `strictMonoOn_of_deriv_pos` asks for a convex set, continuity on that set and a positive derivative on its interior. Applied to the whole real line it would fail, because \(\mu\) is an interior point there. A non-negative derivative alone would give only weak growth, and hence only \(-b/4\le\) in the quotient bound.

On the closed half-line \((-\infty,\mu]\), however, \(\mu\) is a boundary point. The rewrite with `interior_Iic` turns membership of the interior into \(e<\mu\), where `hpos` applies. The half-line \([\mu,\infty)\) is treated in the same way with `interior_Ici`.

`StrictMonoOn.Iic_union_Ici` then joins the two results into strict monotonicity on the whole line. Both half-lines contain \(\mu\), and this shared point supplies the chain \(g(y)<g(\mu)<g(x)\) for energies on opposite sides. The same arrangement works for a continuous function whose derivative is positive except at one point.

## Fixed chemical potential, exact arithmetic and a finite spectrum

The theorems establish the bounds for the real-valued function \(f\) and for the double sum defined as `staticResponse`. That this sum is the response of \(\langle A\rangle\) is taken as a definition; it stands for first-order perturbation theory of independent fermions in contact with a heat and particle reservoir. At fixed particle number the chemical potential can shift with the perturbation, and the additional term this brings is not included. Interactions, self-consistent screening and finite frequencies are absent as well.

The bounds concern exact real arithmetic. Floating-point subtraction of two nearly equal occupations can lose most of its digits, and the division by \(x-y\) then magnifies the error. A program that switches to the derivative below some tolerance, instead of at exact equality, makes an approximation whose error the file does not estimate.

The constant is specific to the Fermi function, so other smearing schemes need their own bound. It also grows in proportion to \(b\): halving the smearing width doubles the largest magnitude allowed for a factor, and no finite bound uniform in temperature follows. Finally, the bound on \(\chi\) contains the sum of all squared matrix elements. For a sequence of growing basis sets or systems, it stays useful only if that sum is controlled separately.
